# The tetrahedral rotation group T has subgroups of every order dividing 12 except 6

When a calculation lowers the symmetry of a structure whose point group is $T$, the operations of $T$ that survive the distortion form a subgroup, so the subgroups of $T$ show which of its symmetries can remain together. $T$ consists of the 12 proper rotations that map a regular tetrahedron to itself. For a natural number $n$,

$$
T \text{ has a subgroup of order } n \iff n \mid 12 \ \text{ and } \ n \neq 6 .
$$

The possible orders are therefore 1, 2, 3, 4 and 12. The alternating group $A_4$, the even permutations of four objects, is isomorphic to $T$ and also has no subgroup of order 6.

## Subgroup searches and counts of equivalent structures

A routine that looks for subgroups of $T$ order by order must accept an empty answer at order 6. Lagrange's theorem says that the order of a subgroup divides the order of the group, but it doesn't promise a subgroup for every divisor.

The same fact constrains the number of symmetry-equivalent distorted structures. If the operations of $T$ that leave a distorted structure unchanged form a subgroup $H$, then applying all of $T$ produces $12/|H|$ distinct copies. That number can be 1, 3, 4, 6 or 12, but never 2. A list that gives exactly two distinct minima on a potential energy surface as the full set of copies of one structure under the operations of $T$ therefore contains an error. Two mirror-image minima that are each unchanged by $T$ are a different case: no operation of $T$ turns one into the other.

## From vertex permutations to the missing order

Place the vertices on alternate corners of a cube:

$$
v_0=(1,1,1),\quad v_1=(1,-1,-1),\quad v_2=(-1,1,-1),\quad v_3=(-1,-1,1).
$$

They satisfy $v_0+v_1+v_2+v_3=0$, $v_i\cdot v_i=3$, and $v_i\cdot v_j=-1$ for $i\neq j$. With the Cartesian unit vectors numbered $e_0,e_1,e_2$, we have $e_b=(v_0+v_{b+1})/2$. A linear map is therefore fixed by its action on the vertices.

**The matrix of a permutation.** For a permutation $\sigma$ of $\{0,1,2,3\}$, let $M_\sigma$ be the matrix whose column $b$ is

$$
M_\sigma e_b=\tfrac12\left(v_{\sigma(0)}+v_{\sigma(b+1)}\right).
$$

Since $v_0=e_0+e_1+e_2$ and the vertices sum to zero,

$$
M_\sigma v_0=\tfrac12\left(3v_{\sigma(0)}+v_{\sigma(1)}+v_{\sigma(2)}+v_{\sigma(3)}\right)=v_{\sigma(0)} .
$$

For $j=1,2,3$ we have $v_j=2e_{j-1}-v_0$, so $M_\sigma v_j=v_{\sigma(0)}+v_{\sigma(j)}-v_{\sigma(0)}=v_{\sigma(j)}$. Hence $M_\sigma$ permutes the vertices as $\sigma$ does, and $M_\sigma M_\tau=M_{\sigma\tau}$.

**Orthogonality and determinant.** The scalar product of two columns of $M_\sigma$ is $(3-1-1+3)/4=1$ if they are the same column and $(3-1-1-1)/4=0$ otherwise, so $M_\sigma$ is orthogonal. If $\sigma$ exchanges two vertices $v_i$ and $v_j$, then $M_\sigma$ fixes the plane spanned by the other two and reverses $v_i-v_j$. It is a reflection, with determinant $-1$. Every permutation is a product of exchanges, so $\det M_\sigma=\operatorname{sgn}\sigma$.

The matrices of determinant one that permute the vertices are thus exactly the $M_\sigma$ with $\sigma$ even. Different permutations give different matrices because the vertices are distinct. This gives $T\cong A_4$ and $|T|=4!/2=12$.

**No subgroup of order 6.** Suppose $H\subset A_4$ has order 6. Its index is 2, so for any $g\notin H$ the group is the disjoint union of $H$ and $gH$. If $g^2$ were in $gH$, then $g$ would be in $H$, a contradiction; so $g^2\in H$. For $g\in H$ this is immediate. Thus $H$ contains every square.

The group $A_4$ consists of the identity, three double exchanges and eight three-cycles. A double exchange squares to the identity. A three-cycle $c$ satisfies $c=c^4=(c^2)^2$, so it is itself a square. There are nine distinct squares, which don't fit into six elements.

**The remaining orders.** Lagrange's theorem leaves 1, 2, 3, 4 and 12. They are realised by the identity alone, a half-turn about a Cartesian axis together with the identity, the three rotations in $T$ about a body diagonal of the cube (the identity included), the three Cartesian half-turns with the identity, and $T$ itself.

The argument with squares also settles the real one-dimensional representations of $T$. Such a representation is a homomorphism $\chi:T\to\{+1,-1\}$, and $\chi(g^2)=1$. Its kernel contains the nine squares and has an order dividing 12, so it is all of $T$. Only the totally symmetric representation is both real and one-dimensional.

## The Lean file

```lean
import Mathlib

open Matrix

namespace TetrahedralSubgroups

noncomputable section

/-- Integer coordinates of the four vertices of a regular tetrahedron, placed on alternate
corners of a cube. -/
def coord : Fin 4 → Fin 3 → ℤ :=
  ![![1, 1, 1], ![1, -1, -1], ![-1, 1, -1], ![-1, -1, 1]]

/-- The vertices of the tetrahedron as vectors in real three-dimensional space. -/
def vertex (i : Fin 4) : Fin 3 → ℝ := fun a => (coord i a : ℝ)

/-- The point group T: real matrices of determinant one that permute the vertices of the
tetrahedron. -/
def T : Subgroup (SpecialLinearGroup (Fin 3) ℝ) where
  carrier := {A | ∃ σ : Equiv.Perm (Fin 4), ∀ i, A.1 *ᵥ vertex i = vertex (σ i)}
  one_mem' := ⟨1, fun i => by simp⟩
  mul_mem' := by
    rintro A B ⟨σ, hσ⟩ ⟨τ, hτ⟩
    refine ⟨σ * τ, fun i => ?_⟩
    change (A.1 * B.1) *ᵥ vertex i = vertex (σ (τ i))
    rw [← Matrix.mulVec_mulVec, hτ, hσ]
  inv_mem' := by
    rintro A ⟨σ, hσ⟩
    refine ⟨σ⁻¹, fun i => ?_⟩
    have h := hσ (σ⁻¹ i)
    have hi : σ (σ⁻¹ i) = i := σ.apply_symm_apply i
    rw [hi] at h
    have hA : (A⁻¹).1 * A.1 = 1 := congrArg Subtype.val (inv_mul_cancel A)
    rw [← h, Matrix.mulVec_mulVec, hA, Matrix.one_mulVec]

/-- The integer matrix that realises a permutation of the vertices; its columns are midpoints
of edges of the permuted tetrahedron. -/
def permMatrixInt (σ : Equiv.Perm (Fin 4)) : Matrix (Fin 3) (Fin 3) ℤ :=
  Matrix.of fun a b => (coord (σ 0) a + coord (σ b.succ) a) / 2

/-- The same matrix with real entries. -/
def permMatrix (σ : Equiv.Perm (Fin 4)) : Matrix (Fin 3) (Fin 3) ℝ :=
  (Int.castRingHom ℝ).mapMatrix (permMatrixInt σ)

/-- The matrix of a permutation moves each vertex as the permutation prescribes. -/
theorem permMatrix_vertex (σ : Equiv.Perm (Fin 4)) (i : Fin 4) :
    permMatrix σ *ᵥ vertex i = vertex (σ i) := by
  have key : ∀ (σ : Equiv.Perm (Fin 4)) (i : Fin 4) (a : Fin 3),
      ∑ b, permMatrixInt σ a b * coord i b = coord (σ i) a := by decide +kernel
  ext a
  have h := key σ i a
  simp only [Matrix.mulVec, dotProduct, vertex, permMatrix, RingHom.mapMatrix_apply,
    Matrix.map_apply, eq_intCast]
  exact_mod_cast h

/-- The determinant of the matrix of a vertex permutation is the sign of the permutation. -/
theorem permMatrix_det (σ : Equiv.Perm (Fin 4)) :
    (permMatrix σ).det = ((Equiv.Perm.sign σ : ℤ) : ℝ) := by
  have key : ∀ σ : Equiv.Perm (Fin 4),
      (permMatrixInt σ).det = (Equiv.Perm.sign σ : ℤ) := by
    intro σ
    rw [Matrix.det_fin_three]
    revert σ
    decide +kernel
  rw [permMatrix, ← RingHom.map_det, key, eq_intCast]

/-- A linear map of space is determined by where it sends the vertices of the tetrahedron. -/
theorem eq_of_vertices {A B : Matrix (Fin 3) (Fin 3) ℝ}
    (h : ∀ i, A *ᵥ vertex i = B *ᵥ vertex i) : A = B := by
  ext a b
  have h0 := congrFun (h 0) a
  have h1 := congrFun (h 1) a
  have h2 := congrFun (h 2) a
  have h3 := congrFun (h 3) a
  simp [Matrix.mulVec, dotProduct, Fin.sum_univ_three, vertex, coord] at h0 h1 h2 h3
  have e0 : A a 0 = B a 0 := by linarith
  have e1 : A a 1 = B a 1 := by linarith
  have e2 : A a 2 = B a 2 := by linarith
  fin_cases b
  exacts [e0, e1, e2]

/-- Every element of T is an orthogonal matrix. -/
theorem T_orthogonal (A : T) : A.1.1 * A.1.1ᵀ = 1 := by
  have key : ∀ σ : Equiv.Perm (Fin 4),
      permMatrixInt σ * (permMatrixInt σ)ᵀ = 1 := by decide +kernel
  obtain ⟨σ, hσ⟩ := A.2
  have hA : A.1.1 = permMatrix σ :=
    eq_of_vertices fun i => (hσ i).trans (permMatrix_vertex σ i).symm
  have h := congrArg (Int.castRingHom ℝ).mapMatrix (key σ)
  rw [map_mul, map_one] at h
  rw [hA]
  exact h

/-- The homomorphism that sends an even permutation of the vertices to its rotation in T. -/
def toRotation : alternatingGroup (Fin 4) →* T :=
  MonoidHom.mk'
    (fun σ => ⟨⟨permMatrix σ.1, by
      rw [permMatrix_det, Equiv.Perm.mem_alternatingGroup.1 σ.2]; simp⟩,
      ⟨σ.1, permMatrix_vertex σ.1⟩⟩)
    (by
      intro σ τ
      apply Subtype.ext
      apply Subtype.ext
      apply eq_of_vertices
      intro i
      change permMatrix (σ.1 * τ.1) *ᵥ vertex i =
        (permMatrix σ.1 * permMatrix τ.1) *ᵥ vertex i
      simp only [← Matrix.mulVec_mulVec, permMatrix_vertex, Equiv.Perm.mul_apply])

/-- Even permutations of the four vertices correspond one to one to the elements of T. -/
theorem toRotation_bijective : Function.Bijective toRotation := by
  constructor
  · intro σ τ h
    have hm : permMatrix σ.1 = permMatrix τ.1 := congrArg (fun A : T => A.1.1) h
    have key : ∀ i j, coord i = coord j → i = j := by decide
    refine Subtype.ext (Equiv.ext fun i => key _ _ (funext fun a => ?_))
    have hv : vertex (σ.1 i) = vertex (τ.1 i) := by
      rw [← permMatrix_vertex σ.1 i, ← permMatrix_vertex τ.1 i, hm]
    exact Int.cast_injective (α := ℝ) (congrFun hv a)
  · rintro ⟨A, σ, hσ⟩
    have hA : A.1 = permMatrix σ :=
      eq_of_vertices fun i => (hσ i).trans (permMatrix_vertex σ i).symm
    -- determinant one forces the permutation to be even
    have hd : A.1.det = 1 := A.2
    rw [hA, permMatrix_det] at hd
    have hz : (Equiv.Perm.sign σ : ℤ) = 1 :=
      Int.cast_injective (α := ℝ) (hd.trans Int.cast_one.symm)
    have hs : Equiv.Perm.sign σ = 1 := Units.ext hz
    exact ⟨⟨σ, Equiv.Perm.mem_alternatingGroup.2 hs⟩, Subtype.ext (Subtype.ext hA.symm)⟩

/-- The isomorphism between the alternating group on four letters and T. -/
def alternatingEquivT : alternatingGroup (Fin 4) ≃* T :=
  MulEquiv.ofBijective toRotation toRotation_bijective

/-- The alternating group on four letters has order 12. -/
theorem card_alternating : Nat.card (alternatingGroup (Fin 4)) = 12 := by
  rw [Nat.card_eq_fintype_card]
  decide +kernel

/-- The alternating group on four letters has no subgroup of order 6. -/
theorem alternating_no_subgroup_six (H : Subgroup (alternatingGroup (Fin 4))) :
    Nat.card H ≠ 6 := by
  intro h
  have hi : H.index = 2 := by
    have := H.card_mul_index
    rw [h, card_alternating] at this
    omega
  -- a subgroup of index two contains every square, and there are nine squares
  have hsq : ∀ g, g * g ∈ H := fun g => Subgroup.mul_self_mem_of_index_two hi g
  let S : Finset (alternatingGroup (Fin 4)) := Finset.univ.image fun g => g * g
  have hS : S.card = 9 := by decide +kernel
  have hc : Nat.card {x // x ∈ S} = 9 := by
    rw [Nat.card_eq_fintype_card, Fintype.card_coe, hS]
  have hmem : ∀ x ∈ S, x ∈ H := by
    intro x hx
    obtain ⟨g, _, rfl⟩ := Finset.mem_image.1 hx
    exact hsq g
  have hle : Nat.card {x // x ∈ S} ≤ Nat.card H :=
    Nat.card_le_card_of_injective (fun x => (⟨x.1, hmem x.1 x.2⟩ : H))
      (fun x y hxy => Subtype.ext (congrArg (fun z : H => z.1) hxy))
  omega

/-- The point group T has a subgroup of order n exactly when n divides 12 and n is not 6. -/
theorem T_subgroup_orders (n : ℕ) :
    (∃ H : Subgroup T, Nat.card H = n) ↔ n ∣ 12 ∧ n ≠ 6 := by
  have hT : Nat.card T = 12 :=
    (Nat.card_congr alternatingEquivT.toEquiv).symm.trans card_alternating
  have : Finite T := Finite.of_equiv _ alternatingEquivT.toEquiv
  constructor
  · rintro ⟨H, rfl⟩
    refine ⟨hT ▸ H.card_subgroup_dvd_card, fun h => ?_⟩
    -- carry the subgroup back to the alternating group
    exact alternating_no_subgroup_six (H.map alternatingEquivT.symm.toMonoidHom)
      ((Nat.card_congr (H.equivMapOfInjective alternatingEquivT.symm.toMonoidHom
        alternatingEquivT.symm.injective).toEquiv).symm.trans h)
  · rintro ⟨hd, h6⟩
    have hle : n ≤ 12 := Nat.le_of_dvd (by norm_num) hd
    have hpos : 0 < n := Nat.pos_of_dvd_of_pos hd (by norm_num)
    have hn : n = 1 ∨ n = 2 ∨ n = 3 ∨ n = 4 ∨ n = 12 := by
      interval_cases n <;> omega
    have : Fact (Nat.Prime 2) := ⟨Nat.prime_two⟩
    have : Fact (Nat.Prime 3) := ⟨Nat.prime_three⟩
    -- prime-power orders come from Sylow's theorem
    rcases hn with rfl | rfl | rfl | rfl | rfl
    · exact ⟨⊥, by simp⟩
    · obtain ⟨K, hK⟩ := Sylow.exists_subgroup_card_pow_prime (G := T) 2 (n := 1)
        (by rw [hT]; norm_num)
      exact ⟨K, hK.trans (by norm_num)⟩
    · obtain ⟨K, hK⟩ := Sylow.exists_subgroup_card_pow_prime (G := T) 3 (n := 1)
        (by rw [hT]; norm_num)
      exact ⟨K, hK.trans (by norm_num)⟩
    · obtain ⟨K, hK⟩ := Sylow.exists_subgroup_card_pow_prime (G := T) 2 (n := 2)
        (by rw [hT]; norm_num)
      exact ⟨K, hK.trans (by norm_num)⟩
    · exact ⟨⊤, Subgroup.card_top.trans hT⟩

end

end TetrahedralSubgroups
```

```lean
#print axioms TetrahedralSubgroups.T_orthogonal
-- 'TetrahedralSubgroups.T_orthogonal' depends on axioms: [propext, Classical.choice, Quot.sound]
#print axioms TetrahedralSubgroups.T_subgroup_orders
-- 'TetrahedralSubgroups.T_subgroup_orders' depends on axioms: [propext, Classical.choice, Quot.sound]
```

## How the code represents T and checks its subgroups

`coord` holds the integer coordinates, and `vertex` converts them to real vectors. The indices $0,\dots,3$ and $0,1,2$ above are those of `Fin 4` and `Fin 3`. The group `T` is a subgroup of `SpecialLinearGroup (Fin 3) ℝ`, the real $3\times3$ matrices of determinant one. Membership requires that some permutation `σ` describe the action on the vertices. Orthogonality is not part of this definition; `T_orthogonal` proves it, so the elements are indeed rotations.

In `T_subgroup_orders`, `H : Subgroup T` is any subgroup and `Nat.card H` is its order. The equivalence holds for every natural number `n`, with no further hypothesis. `alternating_no_subgroup_six` is the separate statement for $A_4$.

The proof follows the derivation, with finite checks in place of some of the algebra:

- `permMatrixInt` is $M_\sigma$ with integer entries. Its integer division by 2 is exact, because each numerator is a sum of two numbers $\pm1$. `permMatrix_vertex` and `permMatrix_det` establish the action and the determinant by letting `decide +kernel` run through all 24 permutations, then pass to real numbers.
- `eq_of_vertices` shows that the vertex images determine a matrix. Here `linarith` solves the linear equations for its entries.
- `toRotation` sends an even permutation to its matrix. `toRotation_bijective` proves injectivity from the distinct vertices and surjectivity from the determinant, and `alternatingEquivT` packages the isomorphism.
- `card_alternating` counts the 12 even permutations. `alternating_no_subgroup_six` derives index 2, places all squares in `H`, counts nine of them and leaves the contradiction $9\le 6$ to `omega`.
- `T_subgroup_orders` carries a supposed subgroup of order 6 back to $A_4$ through the inverse isomorphism. For orders 2, 3 and 4 it uses Sylow's theorem, which supplies a subgroup for each prime power dividing the group order, instead of naming the axes.

## Proper rotations only: the limits for $T_d$ and $T_h$

The theorem concerns the orders of subgroups of $T$. It doesn't list the subgroups, sort them into conjugacy classes, or say which vibrational mode or distortion leads to which one. It also treats symmetry as exact, whereas a code that detects symmetry from coordinates works with a tolerance.

The restriction to proper rotations matters in practice. The full point group of a regular tetrahedral molecule such as methane is $T_d$, of order 24, and it does have subgroups of order 6: stretching one C–H bond leaves $C_{3v}$. Only three of those six operations are proper rotations, which agrees with the result for $T$. The group $T_h$, which adds inversion to $T$, likewise contains a subgroup of order 6, the point group $S_6$ in Schoenflies notation: the three rotations about a body diagonal, each taken with and without inversion. A code should therefore apply the exclusion of order 6 to $T$ itself and not to every group with a tetrahedral label. These comments on the larger groups, like the count of equivalent copies and the remark on real representations, rest on the reasoning in the text and are not theorems of the file.
